# The energy with a doubly occupied core as a core constant plus an active-space energy

Before an active-space solver starts, the program replaces the core orbitals by one number and a modified one-electron matrix, and it passes on only integrals with active labels. The parts below justify this step for density matrices whose core rows have the doubly occupied form. The same modified matrix enters the active part of the Dyall Hamiltonian in NEVPT2; here it is treated only at the level of the energy, in a finite basis of real orthonormal orbitals.

Labels $i,j$ denote core orbitals, $t,u,v,w$ all other orbitals (called active), and $p,q,r,s$ any orbital. Orbitals that are empty in every determinant have zero density-matrix elements and can be left out. In Lean the orbital set is `C ⊕ A`, with `inl i` for a core orbital and `inr t` for an active one.

```lean
import Mathlib

open Sum (inl inr)

namespace InactiveCoreEnergy

noncomputable section

variable {C A : Type*} [DecidableEq C] [DecidableEq A]
```

The Kronecker delta $\delta_{pq}$ is real-valued.

```lean
/-- The Kronecker delta of two orbital labels. -/
def delta {α : Type*} [DecidableEq α] (p q : α) : ℝ := if p = q then 1 else 0
```

## (a) Equal labels

Evaluate the delta for two equal labels: $\delta_{pp}=1$.

**Solution.** The condition $p=p$ holds, so the first branch of the definition applies.

```lean
theorem delta_self {α : Type*} [DecidableEq α] (p : α) : delta p p = 1 := by
  simp [delta]
```

## (b) A core label and an active label

Show that $\delta_{it}=0$.

**Solution.** A core orbital is never an active one, so the second branch applies.

```lean
theorem delta_core_active (i : C) (t : A) : delta (inl i : C ⊕ A) (inr t) = 0 := by
  simp [delta]
```

## Density matrices with a doubly occupied core

Let $D_{pq}=\sum_\sigma\langle a^\dagger_{p\sigma}a_{q\sigma}\rangle$ and $d_{pqrs}=\sum_{\sigma\tau}\langle a^\dagger_{p\sigma}a^\dagger_{r\tau}a_{s\tau}a_{q\sigma}\rangle$. Here $\sigma,\tau$ are spin labels, and the brackets denote the expectation value in a normalised state. `InactiveCore D d` collects four conditions:

- `swap`: $d_{pqrs}=d_{rspq}$, from exchanging the two electrons.
- `adjoint`: $d_{pqrs}=d_{qpsr}$, as for a real wave function.
- `one`: $D_{iq}=2\delta_{iq}$.
- `two`: $d_{iqrs}=2\delta_{iq}D_{rs}-\delta_{is}D_{rq}$.

The last two express that $i$ holds two electrons in every determinant. They are assumed, not derived from a wave function; in Lean, $D$ and $d$ are just real arrays.

```lean
/-- Spin-summed density matrices `D` and `d` in which the orbitals `C` are doubly occupied:
`d` has its two permutation symmetries, and the rows that start with a core orbital are fixed. -/
structure InactiveCore (D : C ⊕ A → C ⊕ A → ℝ)
    (d : C ⊕ A → C ⊕ A → C ⊕ A → C ⊕ A → ℝ) : Prop where
  swap : ∀ p q r s, d p q r s = d r s p q
  adjoint : ∀ p q r s, d p q r s = d q p s r
  one : ∀ i q, D (inl i) q = 2 * delta (inl i) q
  two : ∀ i q r s, d (inl i) q r s
    = 2 * delta (inl i) q * D r s - delta (inl i) s * D r q
```

## (c) No density between active and core orbitals

`one` fixes $D_{it}$ but not $D_{ti}$. Show that $D_{ti}=0$.

**Solution.** By `two`, $d_{iiti}=2D_{ti}-D_{ti}=D_{ti}$ and $d_{iiit}=2D_{it}=0$. By `adjoint` the two elements are equal. Lean collects these equations as `h1` to `h4`, and `linarith` combines them.

```lean
variable {D : C ⊕ A → C ⊕ A → ℝ} {d : C ⊕ A → C ⊕ A → C ⊕ A → C ⊕ A → ℝ}

/-- With a doubly occupied core, the one-particle density has no active-core elements. -/
theorem InactiveCore.active_core (H : InactiveCore D d) (t : A) (i : C) :
    D (inr t) (inl i) = 0 := by
  have h1 := H.two i (inl i) (inr t) (inl i)
  have h2 := H.two i (inl i) (inl i) (inr t)
  have h3 := H.adjoint (inl i) (inl i) (inr t) (inl i)
  have h4 := H.one i (inr t)
  rw [delta_self] at h1
  rw [delta_self, delta_core_active] at h2
  rw [delta_core_active] at h4
  linarith
```

## (d) Symmetry of the active density

Given a core orbital $i$, show that $D_{tu}=D_{ut}$.

**Solution.** By `two`, $d_{iitu}=2D_{tu}$ and $d_{iiut}=2D_{ut}$. By `adjoint` they are equal.

```lean
/-- With a doubly occupied core that contains at least one orbital `i`, the active one-particle
density is symmetric. -/
theorem InactiveCore.active_symm (H : InactiveCore D d) (i : C) (t u : A) :
    D (inr t) (inr u) = D (inr u) (inr t) := by
  have h1 := H.two i (inl i) (inr t) (inr u)
  have h2 := H.two i (inl i) (inr u) (inr t)
  have h3 := H.adjoint (inl i) (inl i) (inr t) (inr u)
  rw [delta_self, delta_core_active] at h1 h2
  linarith
```

## (e) Two-particle elements that start with an active orbital

Show that
$$d_{tirs}=-\delta_{ir}D_{st},\qquad d_{tuis}=2\delta_{is}D_{tu},\qquad d_{tuvi}=0.$$

**Solution.** Move the core label to the front, then use `two` and (b):

- $d_{tirs}=d_{itsr}=2\delta_{it}D_{sr}-\delta_{ir}D_{st}=-\delta_{ir}D_{st}$.
- $d_{tuis}=d_{istu}=2\delta_{is}D_{tu}-\delta_{iu}D_{ts}=2\delta_{is}D_{tu}$.
- $d_{tuvi}=d_{utiv}=d_{ivut}=2\delta_{iv}D_{ut}-\delta_{it}D_{uv}=0$.

The rewrites with `H.adjoint`, `H.swap` and `H.two` are these steps.

```lean
/-- With a doubly occupied core, the elements of `d` that start with an active orbital and
contain a core orbital are of exchange type, of Coulomb type, or zero. -/
theorem InactiveCore.mixed (H : InactiveCore D d) (t : A) (i : C) :
    (∀ r s, d (inr t) (inl i) r s = -(delta (inl i) r * D s (inr t))) ∧
    (∀ u s, d (inr t) (inr u) (inl i) s = 2 * delta (inl i) s * D (inr t) (inr u)) ∧
    (∀ u v, d (inr t) (inr u) (inr v) (inl i) = 0) := by
  refine ⟨fun r s => ?_, fun u s => ?_, fun u v => ?_⟩
  · rw [H.adjoint (inr t) (inl i) r s, H.two, delta_core_active]
    ring
  · rw [H.swap (inr t) (inr u) (inl i) s, H.two, delta_core_active]
    ring
  · rw [H.adjoint (inr t) (inr u) (inr v) (inl i), H.swap (inr u) (inr t) (inl i) (inr v),
      H.two, delta_core_active, delta_core_active]
    ring
```

## The energy and the core potential

With one-electron integrals $h_{pq}$ and two-electron integrals $g_{pqrs}=(pq|rs)$, the electronic energy, without nuclear repulsion, is
$$E=\sum_{pq}h_{pq}D_{pq}+\tfrac12\sum_{pqrs}g_{pqrs}d_{pqrs}.$$

```lean
variable [Fintype C] [Fintype A]

/-- The electronic energy as a functional of the one- and two-particle density matrices. -/
def energy (h : C ⊕ A → C ⊕ A → ℝ) (g : C ⊕ A → C ⊕ A → C ⊕ A → C ⊕ A → ℝ)
    (D : C ⊕ A → C ⊕ A → ℝ) (d : C ⊕ A → C ⊕ A → C ⊕ A → C ⊕ A → ℝ) : ℝ :=
  ∑ p, ∑ q, h p q * D p q + 1 / 2 * ∑ p, ∑ q, ∑ r, ∑ s, g p q r s * d p q r s
```

The core acts through $V_{pq}=\sum_i(2g_{pqii}-g_{piiq})$, which is `corePotential`.

```lean
/-- The Coulomb and exchange potential of the doubly occupied core. -/
def corePotential (g : C ⊕ A → C ⊕ A → C ⊕ A → C ⊕ A → ℝ) (p q : C ⊕ A) : ℝ :=
  ∑ i : C, (2 * g p q (inl i) (inl i) - g p (inl i) (inl i) q)
```

The inactive Fock matrix is $f_{pq}=h_{pq}+V_{pq}$.

```lean
/-- The inactive Fock matrix: the one-electron integrals plus the core potential. -/
def inactiveFock (h : C ⊕ A → C ⊕ A → ℝ) (g : C ⊕ A → C ⊕ A → C ⊕ A → C ⊕ A → ℝ)
    (p q : C ⊕ A) : ℝ := h p q + corePotential g p q
```

The active energy is $E_{\text{act}}=\sum_{tu}f_{tu}D_{tu}+\tfrac12\sum_{tuvw}g_{tuvw}d_{tuvw}$.

```lean
/-- The energy of the active electrons, with the inactive Fock matrix as one-electron term. -/
def activeEnergy (h : C ⊕ A → C ⊕ A → ℝ) (g : C ⊕ A → C ⊕ A → C ⊕ A → C ⊕ A → ℝ)
    (D : C ⊕ A → C ⊕ A → ℝ) (d : C ⊕ A → C ⊕ A → C ⊕ A → C ⊕ A → ℝ) : ℝ :=
  ∑ t : A, ∑ u : A, inactiveFock h g (inr t) (inr u) * D (inr t) (inr u)
    + 1 / 2 * ∑ t : A, ∑ u : A, ∑ v : A, ∑ w : A,
      g (inr t) (inr u) (inr v) (inr w) * d (inr t) (inr u) (inr v) (inr w)
```

## (f) Expectation value of a one-electron operator

Let $X$ be any matrix over the orbitals, such as that of a spin-independent one-electron operator. Show that
$$\sum_{pq}X_{pq}D_{pq}=2\sum_iX_{ii}+\sum_{tu}X_{tu}D_{tu}.$$

**Solution.** In a core row, $D_{iq}=2\delta_{iq}$ leaves $2X_{ii}$. In an active row, (c) removes the core columns. `Fintype.sum_sum_type` splits the sums into core and active parts, and `Finset.sum_eq_single` evaluates the delta.

```lean
/-- With a doubly occupied core, the expectation value of a one-electron operator `X` is twice
its core trace plus its active part. -/
theorem InactiveCore.one_body (H : InactiveCore D d) (X : C ⊕ A → C ⊕ A → ℝ) :
    ∑ p, ∑ q, X p q * D p q = 2 * ∑ i : C, X (inl i) (inl i)
      + ∑ t : A, ∑ u : A, X (inr t) (inr u) * D (inr t) (inr u) := by
  rw [Fintype.sum_sum_type, Finset.mul_sum]
  congr 1
  · refine Finset.sum_congr rfl fun i _ => ?_
    rw [Finset.sum_eq_single (inl i)]
    · rw [H.one, delta_self]
      ring
    · intro q _ hq
      simp [H.one, delta, hq.symm]
    · simp
  · refine Finset.sum_congr rfl fun t _ => ?_
    rw [Fintype.sum_sum_type]
    simp [H.active_core]
```

## (g) Two-electron sum over a core row

Show that
$$\sum_{qrs}g_{iqrs}d_{iqrs}=\sum_{rs}(2g_{iirs}-g_{isri})D_{rs}.$$

**Solution.** Insert `two`. The first term sets $q=i$ and gives $2\sum_{rs}g_{iirs}D_{rs}$. The second sets $s=i$ and gives $\sum_{rq}g_{iqri}D_{rq}$; rename $q$ to $s$. These are `a` and `b` in the proof.

```lean
/-- With `i` in the doubly occupied core, the two-electron sum over the row `i` is a Coulomb
minus exchange contraction with the one-particle density. -/
theorem InactiveCore.core_row (H : InactiveCore D d)
    (g : C ⊕ A → C ⊕ A → C ⊕ A → C ⊕ A → ℝ) (i : C) :
    ∑ q, ∑ r, ∑ s, g (inl i) q r s * d (inl i) q r s
      = ∑ r, ∑ s, (2 * g (inl i) (inl i) r s - g (inl i) s r (inl i)) * D r s := by
  have a : ∑ q, ∑ r, ∑ s, g (inl i) q r s * (2 * delta (inl i) q * D r s)
      = ∑ r, ∑ s, 2 * g (inl i) (inl i) r s * D r s := by
    rw [Finset.sum_eq_single (inl i)]
    · refine Finset.sum_congr rfl fun r _ => Finset.sum_congr rfl fun s _ => ?_
      rw [delta_self]
      ring
    · intro q _ hq
      simp [delta, hq.symm]
    · simp
  have b : ∑ q, ∑ r, ∑ s, g (inl i) q r s * (delta (inl i) s * D r q)
      = ∑ r, ∑ s, g (inl i) s r (inl i) * D r s := by
    refine Finset.sum_comm.trans
      (Finset.sum_congr rfl fun r _ => Finset.sum_congr rfl fun q _ => ?_)
    rw [Finset.sum_eq_single (inl i)]
    · rw [delta_self, one_mul]
    · intro s _ hs
      simp [delta, hs.symm]
    · simp
  simp only [H.two, mul_sub, sub_mul, Finset.sum_sub_distrib]
  rw [a, b]
```

## (h) Two-electron sum over an active row

Show that
$$\sum_{qrs}g_{tqrs}d_{tqrs}=\sum_uV_{tu}D_{tu}+\sum_{uvw}g_{tuvw}d_{tuvw}.$$

**Solution.** Split by the type of $q$ and use (e).

- For $q=i$, the sum is $-\sum_sg_{tiis}D_{st}$. Core $s$ gives zero by `one`, and (d) turns the rest into $-\sum_ug_{tiiu}D_{tu}$. This is `e1`.
- For $q=u$, the terms with $r=i$ give $2g_{tuii}D_{tu}$. Those with $r=v$ and core $s$ vanish, and the purely active ones remain. This is `e2`.

Summing over $i$ and $u$ assembles $V_{tu}$.

```lean
/-- With a doubly occupied core, the two-electron sum over an active row `t` is the core
potential contracted with the active density, plus the purely active part. -/
theorem InactiveCore.active_row (H : InactiveCore D d)
    (g : C ⊕ A → C ⊕ A → C ⊕ A → C ⊕ A → ℝ) (t : A) :
    ∑ q, ∑ r, ∑ s, g (inr t) q r s * d (inr t) q r s
      = ∑ u : A, corePotential g (inr t) (inr u) * D (inr t) (inr u)
        + ∑ u : A, ∑ v : A, ∑ w : A,
          g (inr t) (inr u) (inr v) (inr w) * d (inr t) (inr u) (inr v) (inr w) := by
  -- exchange with the core
  have e1 : ∀ i : C, ∑ r, ∑ s, g (inr t) (inl i) r s * d (inr t) (inl i) r s
      = -∑ u : A, g (inr t) (inl i) (inl i) (inr u) * D (inr t) (inr u) := by
    intro i
    have z : ∀ j : C, D (inl j) (inr t) = 0 := fun j => by
      rw [H.one, delta_core_active, mul_zero]
    have sy : ∀ u : A, D (inr u) (inr t) = D (inr t) (inr u) := fun u => H.active_symm i u t
    rw [Finset.sum_eq_single (inl i)]
    · rw [Fintype.sum_sum_type]
      simp only [(H.mixed t i).1, z, sy, delta_self, one_mul, mul_neg, neg_zero, mul_zero,
        Finset.sum_const_zero, zero_add, Finset.sum_neg_distrib]
    · intro r _ hr
      simp [(H.mixed t i).1, delta, hr.symm]
    · simp
  -- Coulomb interaction with the core, and the active remainder
  have e2 : ∀ u : A, ∑ r, ∑ s, g (inr t) (inr u) r s * d (inr t) (inr u) r s
      = (∑ i : C, 2 * g (inr t) (inr u) (inl i) (inl i)) * D (inr t) (inr u)
        + ∑ v : A, ∑ w : A,
          g (inr t) (inr u) (inr v) (inr w) * d (inr t) (inr u) (inr v) (inr w) := by
    intro u
    rw [Fintype.sum_sum_type, Finset.sum_mul]
    congr 1
    · refine Finset.sum_congr rfl fun i _ => ?_
      rw [Finset.sum_eq_single (inl i)]
      · rw [(H.mixed t i).2.1, delta_self]
        ring
      · intro s _ hs
        simp [(H.mixed t i).2.1, delta, hs.symm]
      · simp
    · refine Finset.sum_congr rfl fun v _ => ?_
      rw [Fintype.sum_sum_type]
      simp [fun i => (H.mixed t i).2.2 u v]
  rw [Fintype.sum_sum_type]
  simp only [e1, e2, Finset.sum_add_distrib, Finset.sum_neg_distrib, corePotential,
    Finset.sum_sub_distrib, sub_mul, Finset.sum_mul]
  rw [Finset.sum_comm]
  ring
```

## (i) Separation of the total energy

Let $g_{pqrs}=g_{rspq}$. Show that
$$E=\sum_i(h_{ii}+f_{ii})+E_{\text{act}}.$$

**Solution.** Apply (f) to the matrix $2g_{iirs}-g_{isri}$ in (g). Core row $i$ contributes
$$2\sum_j(2g_{iijj}-g_{ijji})+\sum_{tu}(2g_{iitu}-g_{iuti})D_{tu}.$$
The first sum is $V_{ii}$. The symmetry of $g$ turns the second bracket into $2g_{tuii}-g_{tiiu}$. This is `e`; summed over $i$ it is `hc`:
$$2\sum_iV_{ii}+\sum_{tu}V_{tu}D_{tu}.$$
The active rows (h) supply $\sum_{tu}V_{tu}D_{tu}$ once more, so the factor $\tfrac12$ leaves
$$\sum_iV_{ii}+\sum_{tu}V_{tu}D_{tu}+\tfrac12\sum_{tuvw}g_{tuvw}d_{tuvw}.$$
By (f), the one-electron energy is $2\sum_ih_{ii}+\sum_{tu}h_{tu}D_{tu}$. Add the two and use $2h_{ii}+V_{ii}=h_{ii}+f_{ii}$.

```lean
/-- For a doubly occupied core and integrals with `g_pqrs = g_rspq`, the energy is the sum of
`h_ii + f_ii` over the core plus the active energy, `f` being the inactive Fock matrix. -/
theorem energy_eq_core_add_active (H : InactiveCore D d) (h : C ⊕ A → C ⊕ A → ℝ)
    {g : C ⊕ A → C ⊕ A → C ⊕ A → C ⊕ A → ℝ} (hg : ∀ p q r s, g p q r s = g r s p q) :
    energy h g D d = ∑ i : C, (h (inl i) (inl i) + inactiveFock h g (inl i) (inl i))
      + activeEnergy h g D d := by
  have e : ∀ i : C, ∑ q, ∑ r, ∑ s, g (inl i) q r s * d (inl i) q r s
      = 2 * corePotential g (inl i) (inl i) + ∑ t : A, ∑ u : A,
        (2 * g (inr t) (inr u) (inl i) (inl i) - g (inr t) (inl i) (inl i) (inr u))
          * D (inr t) (inr u) := by
    intro i
    refine (H.core_row g i).trans ((H.one_body
      (fun r s => 2 * g (inl i) (inl i) r s - g (inl i) s r (inl i))).trans ?_)
    simp only [corePotential]
    congr 1
    refine Finset.sum_congr rfl fun t _ => Finset.sum_congr rfl fun u _ => ?_
    rw [hg (inl i) (inl i) (inr t) (inr u), hg (inl i) (inr u) (inr t) (inl i)]
  -- the core rows feel the active density through the same core potential
  have hc : ∑ i : C, ∑ q, ∑ r, ∑ s, g (inl i) q r s * d (inl i) q r s
      = 2 * ∑ i : C, corePotential g (inl i) (inl i)
        + ∑ t : A, ∑ u : A, corePotential g (inr t) (inr u) * D (inr t) (inr u) := by
    rw [Finset.sum_congr rfl (fun i _ => e i), Finset.sum_add_distrib, ← Finset.mul_sum]
    congr 1
    refine Finset.sum_comm.trans (Finset.sum_congr rfl fun t _ =>
      Finset.sum_comm.trans (Finset.sum_congr rfl fun u _ => ?_))
    rw [corePotential, Finset.sum_mul]
  have hs : ∑ p, ∑ q, ∑ r, ∑ s, g p q r s * d p q r s = _ :=
    Fintype.sum_sum_type _
  rw [energy, H.one_body h, hs, hc, Finset.sum_congr rfl (fun t _ => H.active_row g t)]
  simp only [activeEnergy, inactiveFock, add_mul, Finset.sum_add_distrib]
  ring
```

No symmetry of $h$ was used. The symmetry of $g$ holds for all two-electron integrals $(pq|rs)$, but for a general array $g$ it has to be assumed: take one core orbital $i$, one active orbital $t$ with $D_{tt}=1$, $h=0$, and an artificial array with $g_{iitt}=1$ as its only nonzero element. Then $E=\tfrac12d_{iitt}=D_{tt}=1$, while $f=0$ and the right-hand side is $0$. The only equality violated is $g_{iitt}=g_{ttii}$.

## (j) The closed-shell limit

Let all $D_{tu}$ and $d_{tuvw}$ vanish, with $g$ as in (i). Show that
$$E=2\sum_ih_{ii}+\sum_{ij}(2g_{iijj}-g_{ijji}).$$

**Solution.** In (i), $E_{\text{act}}=0$ and $h_{ii}+f_{ii}=2h_{ii}+V_{ii}$. Insert $V_{ii}$. This is the closed-shell Hartree–Fock expression, for orbitals that need not be optimised.

```lean
/-- If the active density matrices vanish, the energy for a doubly occupied core and integrals
with `g_pqrs = g_rspq` is the closed-shell Hartree-Fock expression. -/
theorem closed_shell_energy (H : InactiveCore D d) (h : C ⊕ A → C ⊕ A → ℝ)
    {g : C ⊕ A → C ⊕ A → C ⊕ A → C ⊕ A → ℝ} (hg : ∀ p q r s, g p q r s = g r s p q)
    (hD : ∀ t u : A, D (inr t) (inr u) = 0)
    (hd : ∀ t u v w : A, d (inr t) (inr u) (inr v) (inr w) = 0) :
    energy h g D d = 2 * ∑ i : C, h (inl i) (inl i) + ∑ i : C, ∑ j : C,
      (2 * g (inl i) (inl i) (inl j) (inl j) - g (inl i) (inl j) (inl j) (inl i)) := by
  rw [energy_eq_core_add_active H h hg]
  simp only [activeEnergy, hD, hd, mul_zero, Finset.sum_const_zero, add_zero, inactiveFock,
    corePotential, Finset.sum_add_distrib]
  ring
```

## (k) Correlated active densities that meet the conditions

Let $\gamma_{tu}$ be a symmetric active density. `blockOne γ` is the matrix $D$ with core block $2\delta_{ij}$, active block $\gamma$ and zeros elsewhere.

```lean
omit [DecidableEq A] [Fintype C] [Fintype A] in
/-- The one-particle density with doubly occupied core and active block `γ`. -/
def blockOne (γ : A → A → ℝ) : C ⊕ A → C ⊕ A → ℝ
  | inl i, inl j => if i = j then 2 else 0
  | inr t, inr u => γ t u
  | _, _ => 0
```

Let $\lambda_{tuvw}$, written `l` in Lean, be an active cumulant with $\lambda_{tuvw}=\lambda_{vwtu}=\lambda_{utwv}$. It is extended by zero to all orbitals.

```lean
/-- A four-index quantity `l` of the active orbitals, extended by zero to all orbitals. -/
def onActive (l : A → A → A → A → ℝ) : C ⊕ A → C ⊕ A → C ⊕ A → C ⊕ A → ℝ
  | inr t, inr u, inr v, inr w => l t u v w
  | _, _, _, _ => 0
```

`blockTwo γ l` adds it to the product part of $d$.

```lean
/-- The two-particle density built from `blockOne γ` and an active cumulant `l`. -/
def blockTwo (γ : A → A → ℝ) (l : A → A → A → A → ℝ) (p q r s : C ⊕ A) : ℝ :=
  blockOne γ p q * blockOne γ r s - blockOne γ p s * blockOne γ r q / 2 + onActive l p q r s
```

Show that this $D$, together with
$$d_{pqrs}=D_{pq}D_{rs}-\tfrac12D_{ps}D_{rq}+\lambda_{pqrs},$$
satisfies `InactiveCore`.

**Solution.** `one` holds by construction. Exchanging the pairs $pq$ and $rs$ maps each term to itself; so does transposing both pairs, because $D$ is symmetric (`sy`). The lemmas `l1` and `l2` treat $\lambda$ by cases. For $p=i$ the cumulant vanishes, and $D_{iq}=2\delta_{iq}$, $D_{is}=2\delta_{is}$ give `two`.

Since $\lambda$ is arbitrary apart from its symmetries, the conditions leave room for correlated active electrons. A nonzero $\lambda$ is not by itself a sign of correlation: a single active electron with $\gamma_{tt}=1$ has $d_{tttt}=0$ and hence $\lambda_{tttt}=-\tfrac12$. Whether a given pair $\gamma,\lambda$ belongs to a wave function is a separate question.

```lean
omit [Fintype C] [Fintype A] in
/-- Every symmetric active density `γ` and every active cumulant `l` with the two permutation
symmetries give density matrices that meet the conditions of a doubly occupied core. -/
theorem inactiveCore_witness (γ : A → A → ℝ) (l : A → A → A → A → ℝ)
    (hγ : ∀ t u, γ t u = γ u t) (hl : ∀ t u v w, l t u v w = l v w t u)
    (hl' : ∀ t u v w, l t u v w = l u t w v) :
    InactiveCore (C := C) (blockOne γ) (blockTwo γ l) := by
  have sy : ∀ p q : C ⊕ A, blockOne γ p q = blockOne γ q p := by
    rintro (i | t) (j | u)
    · by_cases hij : i = j
      · rw [hij]
      · simp [blockOne, hij, Ne.symm hij]
    · rfl
    · rfl
    · exact hγ t u
  have l1 : ∀ p q r s : C ⊕ A, onActive l p q r s = onActive l r s p q := by
    rintro (p | p) (q | q) (r | r) (s | s) <;> first | rfl | exact hl _ _ _ _
  have l2 : ∀ p q r s : C ⊕ A, onActive l p q r s = onActive l q p s r := by
    rintro (p | p) (q | q) (r | r) (s | s) <;> first | rfl | exact hl' _ _ _ _
  have one : ∀ (i : C) (q : C ⊕ A), blockOne γ (inl i) q = 2 * delta (inl i) q := by
    rintro i (j | u) <;> simp [blockOne, delta]
  refine ⟨fun p q r s => ?_, fun p q r s => ?_, one, fun i q r s => ?_⟩
  · simp only [blockTwo]
    rw [l1 p q r s]
    ring
  · simp only [blockTwo]
    rw [sy q p, sy s r, sy q r, sy s p, l2 p q r s]
    ring
  · have z : onActive l (inl i) q r s = 0 := by
      rcases q with q | q <;> rcases r with r | r <;> rcases s with s | s <;> rfl
    simp only [blockTwo, z, one]
    ring

end

end InactiveCoreEnergy
```

```lean
#print axioms InactiveCoreEnergy.energy_eq_core_add_active
-- 'InactiveCoreEnergy.energy_eq_core_add_active' depends on axioms: [propext, Classical.choice, Quot.sound]
#print axioms InactiveCoreEnergy.closed_shell_energy
-- 'InactiveCoreEnergy.closed_shell_energy' depends on axioms: [propext, Classical.choice, Quot.sound]
```
